# For even bands and occupations, the Pauli factor drops out of the Lindhard sum

Take two momenta, 0 and 1, with $1+1=0$, band energies $e(0), e(1)$ and occupations $f(0), f(1)$. A perturbation of momentum $q=1$ and complex frequency $z$ (in energy units) lifts a particle from 0 to 1 at cost $\Delta=e(1)-e(0)$, or from 1 to 0 at cost $-\Delta$. Each process has weight $F(D)=2D/(z^2-D^2)$, where $D$ is its cost. Requiring the final state to be empty subtracts

$$f(0)f(1)F(\Delta)+f(1)f(0)F(-\Delta)=0,$$

because $F$ is odd. The blocked processes cancel in pairs.

In general the momenta form a finite abelian group `G`, such as a uniform $\Gamma$-centred $k$-mesh containing $q$, with momenta taken modulo reciprocal lattice vectors.

In Lean 4 with Mathlib:

```lean
import Mathlib

open Finset

namespace LindhardPauliFactor

noncomputable section

variable {G : Type*} [AddCommGroup G] [Fintype G]
```

## Three sums over one mesh

The transfer energy is $D_k=e(k+q)-e(k)$.

```lean
/-- Energy `D_k = e(k+q) - e(k)` needed to lift a particle from momentum `k` to `k+q`. -/
def transfer {G : Type*} [AddCommGroup G] (e : G → ℝ) (q k : G) : ℝ := e (k + q) - e k
```

The blocked sum is $\sum_k f(k)\,(1-f(k+q))\,F(D_k)$: the initial state is occupied and the final state empty.

```lean
/-- The Lindhard sum with the Pauli factor `1 - f(k+q)` for the final state. -/
def blockedSum (e f : G → ℝ) (q : G) (z : ℂ) : ℂ :=
  ∑ k, (f k : ℂ) * (1 - (f (k + q) : ℂ)) *
    (2 * (transfer e q k : ℂ) / (z ^ 2 - (transfer e q k : ℂ) ^ 2))
```

The free sum omits the second condition.

```lean
/-- The Lindhard sum without any Pauli factor for the final state. -/
def freeSum (e f : G → ℝ) (q : G) (z : ℂ) : ℂ :=
  ∑ k, (f k : ℂ) * (2 * (transfer e q k : ℂ) / (z ^ 2 - (transfer e q k : ℂ) ^ 2))
```

The bubble is $\sum_k \dfrac{f(k)-f(k+q)}{z-D_k}$, the density response of non-interacting electrons in a single band with unit matrix elements, up to spin and volume factors.

```lean
/-- The Lindhard bubble: occupation differences over energy denominators. -/
def bubble (e f : G → ℝ) (q : G) (z : ℂ) : ℂ :=
  ∑ k, ((f k : ℂ) - (f (k + q) : ℂ)) / (z - (transfer e q k : ℂ))
```

Here `e` and `f` are arbitrary real functions; $f$ need be neither a Fermi function nor confined to $[0,1]$. Interactions, band indices and matrix elements are absent, and no continuum limit is taken.

## Reflection reverses the transfer energy

The map $k\mapsto -q-k$ is its own inverse, so it permutes the momenta and leaves every sum unchanged.

```lean
/-- The reflection `k ↦ -q - k` only relabels the momenta in a sum. -/
theorem sum_reflect (T : G → ℂ) (q : G) : ∑ k, T (-q - k) = ∑ k, T k :=
  Equiv.sum_comp (Equiv.subLeft (-q)) T
```

Let $f(-k)=f(k)$, which excludes a current-carrying shift of the occupation. Then $f(-q-k)=f(k+q)$ and $f(-q-k+q)=f(-k)=f(k)$.

```lean
omit [Fintype G] in
/-- For an even function, the reflection `k ↦ -q - k` exchanges the values at `k` and `k+q`. -/
theorem even_reflect {f : G → ℝ} (hf : ∀ k, f (-k) = f k) (q k : G) :
    f (-q - k) = f (k + q) ∧ f (-q - k + q) = f k := by
  have h1 : -q - k = -(k + q) := by abel
  have h2 : -q - k + q = -k := by abel
  exact ⟨by rw [h1, hf], by rw [h2, hf]⟩
```

Let also $e(-k)=e(k)$, as inversion symmetry gives. Then

$$D_{-q-k}=e(-k)-e(-q-k)=e(k)-e(k+q)=-D_k.$$

```lean
omit [Fintype G] in
/-- In an even band the reflection `k ↦ -q - k` reverses the sign of the transfer energy. -/
theorem transfer_reflect {e : G → ℝ} (he : ∀ k, e (-k) = e k) (q k : G) :
    transfer e q (-q - k) = -transfer e q k := by
  unfold transfer
  rw [(even_reflect he q k).1, (even_reflect he q k).2]
  ring
```

## Blocked processes cancel for any odd weight

Let $F$ now be any odd function and $S=\sum_k f(k)f(k+q)F(D_k)$. Reflection swaps the two occupations and flips the sign of $F$, so $S=-S$ and $S=0$. In the code, `h` says that the reflected sum equals $S$, `h2` that it equals $-S$, and `linear_combination` solves for $S$.

```lean
/-- For an even band and even occupations, pairs of occupied states contribute nothing in total when
weighted by an odd function of the transfer energy. -/
theorem occupied_pairs_cancel {e f : G → ℝ} (he : ∀ k, e (-k) = e k)
    (hf : ∀ k, f (-k) = f k) {F : ℝ → ℂ} (hF : ∀ x, F (-x) = -F x) (q : G) :
    ∑ k, (f k : ℂ) * (f (k + q) : ℂ) * F (transfer e q k) = 0 := by
  have h := sum_reflect (fun k => (f k : ℂ) * (f (k + q) : ℂ) * F (transfer e q k)) q
  -- the reflected sum is minus the original one
  have h2 : ∑ k, (f (-q - k) : ℂ) * (f (-q - k + q) : ℂ) * F (transfer e q (-q - k))
      = -∑ k, (f k : ℂ) * (f (k + q) : ℂ) * F (transfer e q k) := by
    rw [← Finset.sum_neg_distrib]
    refine Finset.sum_congr rfl fun k _ => ?_
    rw [(even_reflect hf q k).1, (even_reflect hf q k).2, transfer_reflect he, hF]
    ring
  have h3 := h2.symm.trans h
  linear_combination (-1 / 2 : ℂ) * h3
```

Expanding $1-f(k+q)$ gives the free sum minus $S$, hence the free sum.

```lean
/-- For an even band and even occupations, the Pauli factor of the final state can be dropped from
the sum over all momenta when the weight is an odd function of the transfer energy. -/
theorem pauli_factor_drops {e f : G → ℝ} (he : ∀ k, e (-k) = e k)
    (hf : ∀ k, f (-k) = f k) {F : ℝ → ℂ} (hF : ∀ x, F (-x) = -F x) (q : G) :
    ∑ k, (f k : ℂ) * (1 - (f (k + q) : ℂ)) * F (transfer e q k)
      = ∑ k, (f k : ℂ) * F (transfer e q k) := by
  have h := occupied_pairs_cancel he hf hF q
  calc ∑ k, (f k : ℂ) * (1 - (f (k + q) : ℂ)) * F (transfer e q k)
      = ∑ k, (f k : ℂ) * F (transfer e q k)
        - ∑ k, (f k : ℂ) * (f (k + q) : ℂ) * F (transfer e q k) := by
        rw [← Finset.sum_sub_distrib]
        exact Finset.sum_congr rfl fun k _ => by ring
    _ = _ := by rw [h, sub_zero]
```

## Both sums equal the bubble away from resonance

Assume $z^2\neq D_k^2$ for every $k$: the frequency matches no transfer energy, up to sign. Partial fractions give

$$\frac{2D_k}{z^2-D_k^2}=\frac1{z-D_k}-\frac1{z+D_k},$$

and reflection gives

$$\sum_k\frac{f(k)}{z+D_k}=\sum_k\frac{f(k+q)}{z-D_k}.$$

Subtracting, the free sum becomes the bubble. The blocked sum follows by applying the previous theorem to $F(x)=2x/(z^2-x^2)$. Real frequencies off resonance are included as real values of $z$. The static case $z=0$ is excluded whenever the mesh contains a $k$ with $2k=-q$: reflection fixes that $k$, so $D_k=0$. The hypothesis `hz` is needed for the partial fractions; `h1` and `h2` extract from it that neither factor vanishes.

```lean
/-- For an even band and even occupations, away from the resonances `z² = D_k²`, the Lindhard sums
with and without the Pauli factor both equal the Lindhard bubble. -/
theorem lindhard_sums_eq_bubble {e f : G → ℝ} (he : ∀ k, e (-k) = e k)
    (hf : ∀ k, f (-k) = f k) (q : G) (z : ℂ)
    (hz : ∀ k, z ^ 2 ≠ (transfer e q k : ℂ) ^ 2) :
    blockedSum e f q z = bubble e f q z ∧ freeSum e f q z = bubble e f q z := by
  have hfree : freeSum e f q z = bubble e f q z := by
    -- reflection turns the sum over `f(k) / (z + D_k)` into the `f(k+q)` term of the bubble
    have h : ∑ k, (f k : ℂ) / (z + (transfer e q k : ℂ))
        = ∑ k, (f (k + q) : ℂ) / (z - (transfer e q k : ℂ)) := by
      refine Eq.trans ?_
        (sum_reflect (fun k => (f (k + q) : ℂ) / (z - (transfer e q k : ℂ))) q)
      refine Finset.sum_congr rfl fun k _ => ?_
      simp only [(even_reflect hf q k).2, transfer_reflect he, Complex.ofReal_neg,
        sub_neg_eq_add]
    unfold freeSum bubble
    calc _ = ∑ k, (f k : ℂ) / (z - (transfer e q k : ℂ))
          - ∑ k, (f k : ℂ) / (z + (transfer e q k : ℂ)) := by
          rw [← Finset.sum_sub_distrib]
          refine Finset.sum_congr rfl fun k _ => ?_
          -- partial fractions, legitimate because no denominator vanishes
          have h1 : z - (transfer e q k : ℂ) ≠ 0 := fun h0 =>
            hz k (by linear_combination (z + (transfer e q k : ℂ)) * h0)
          have h2 : z + (transfer e q k : ℂ) ≠ 0 := fun h0 =>
            hz k (by linear_combination (z - (transfer e q k : ℂ)) * h0)
          have h3 : z ^ 2 - (transfer e q k : ℂ) ^ 2
              = (z - (transfer e q k : ℂ)) * (z + (transfer e q k : ℂ)) := by ring
          rw [div_sub_div _ _ h1 h2, h3, mul_div_assoc']
          congr 1
          ring
      _ = _ := by
          rw [h, ← Finset.sum_sub_distrib]
          exact Finset.sum_congr rfl fun k _ => by rw [sub_div]
  refine ⟨Eq.trans ?_ hfree, hfree⟩
  exact pauli_factor_drops he hf
    (F := fun x => 2 * (x : ℂ) / (z ^ 2 - (x : ℂ) ^ 2))
    (fun x => by simp only [Complex.ofReal_neg, neg_sq, mul_neg, neg_div]) q
```

If $z^2=D_k^2$, then $z=\pm D_k$ is real. Any $z$ with non-zero imaginary part is therefore safe.

```lean
/-- For an even band and even occupations, at any frequency off the real axis, the Pauli-blocked
Lindhard sum equals the bubble. -/
theorem blockedSum_eq_bubble_off_axis {e f : G → ℝ} (he : ∀ k, e (-k) = e k)
    (hf : ∀ k, f (-k) = f k) (q : G) (z : ℂ) (hz : z.im ≠ 0) :
    blockedSum e f q z = bubble e f q z := by
  refine (lindhard_sums_eq_bubble he hf q z fun k hk => hz ?_).1
  rcases sq_eq_sq_iff_eq_or_eq_neg.mp hk with h | h <;> rw [h] <;> simp
```

This is the situation in a response calculation with $z=\omega+i\eta$, $\eta>0$. For the one-band model used here, with even $e$ and $f$, a code may loop over occupied $k$ alone and never look up $f(k+q)$. The agreement holds for the full sum, not term by term: a sum over only some of the momenta can change when the factor is dropped.

## The first moment of the transfer energy

With $F(D)=D$ the Pauli factor drops again, leaving $\sum_k f(k)\,(e(k+q)-e(k))$. The substitution $k\mapsto -k$ gives $\sum_k f(k)e(k-q)=\sum_k f(k)e(k+q)$, the step `r`. Averaging the two forms yields

$$\sum_k f(k)(1-f(k+q))D_k=\tfrac12\sum_k f(k)\,[e(k+q)+e(k-q)-2e(k)].$$

```lean
/-- First-moment sum rule for an even band and even occupations: the sum of the transfer energies
weighted by `f(k) (1 - f(k+q))` is half the `f`-weighted sum of the second difference of the band.
-/
theorem first_moment_sum_rule {e f : G → ℝ} (he : ∀ k, e (-k) = e k)
    (hf : ∀ k, f (-k) = f k) (q : G) :
    ∑ k, f k * (1 - f (k + q)) * transfer e q k
      = (1 / 2) * ∑ k, f k * (e (k + q) + e (k - q) - 2 * e k) := by
  have h := pauli_factor_drops he hf (F := fun x => (x : ℂ)) (fun x => by simp) q
  have h' : ∑ k, f k * (1 - f (k + q)) * transfer e q k = ∑ k, f k * transfer e q k := by
    exact_mod_cast h
  -- inversion symmetry identifies the transfers by `q` and by `-q`
  have r : ∑ k, f k * e (k - q) = ∑ k, f k * e (k + q) := by
    refine Eq.trans ?_ (Equiv.sum_comp (Equiv.neg G) (fun k => f k * e (k + q)))
    refine Finset.sum_congr rfl fun k _ => ?_
    change f k * e (k - q) = f (-k) * e (-k + q)
    have hk : -k + q = -(k - q) := by abel
    rw [hf, hk, he]
  have a : ∑ k, f k * transfer e q k = ∑ k, f k * e (k + q) - ∑ k, f k * e k := by
    rw [← Finset.sum_sub_distrib]
    exact Finset.sum_congr rfl fun k _ => by unfold transfer; ring
  have b : ∑ k, f k * (e (k + q) + e (k - q) - 2 * e k)
      = ∑ k, f k * e (k + q) + ∑ k, f k * e (k - q) - 2 * ∑ k, f k * e k := by
    rw [Finset.mul_sum, ← Finset.sum_add_distrib, ← Finset.sum_sub_distrib]
    exact Finset.sum_congr rfl fun k _ => by ring
  rw [h', a, b, r]
  ring
```

A parabolic band does not fit on a periodic mesh; in the continuum its second difference is $\hbar^2q^2/m$, which gives the right-hand side the familiar form $N\hbar^2q^2/2m$ for $N$ particles of mass $m$.

## A skew band where the factor matters

On three momenta let $e=(0,1,3)$. This band is not even, since $e(-1)=e(2)=3$ while $e(1)=1$.

```lean
/-- A band on three momenta without inversion symmetry. -/
def skewBand : Fin 3 → ℝ := ![0, 1, 3]
```

Fill every state and take $q=1$, $z=0$. The transfer energies are $1,2,-3$, so no term is resonant. Every final state is occupied and the blocked sum is 0. The free sum has terms $-2/D_k$:

$$-2-1+\tfrac23=-\tfrac73.$$

The occupation is even here, so the failure comes from the band alone. It concerns these two sums, which were shown to equal the bubble for even $e$ and $f$. In the bubble itself the Pauli factors cancel for any band, because $f(k)(1-f(k+q))-f(k+q)(1-f(k))=f(k)-f(k+q)$.

```lean
/-- For the completely filled skew band at `q = 1` and zero frequency no term is resonant, yet the
sum with the Pauli factor is `0` and the sum without it is `-7/3`. -/
theorem skewBand_pauli_factor_matters :
    (∀ k, (0 : ℂ) ^ 2 ≠ (transfer skewBand 1 k : ℂ) ^ 2) ∧
      blockedSum skewBand (fun _ => 1) 1 0 = 0 ∧
      freeSum skewBand (fun _ => 1) 1 0 = -7 / 3 := by
  have d0 : transfer skewBand 1 0 = 1 := by
    change skewBand 1 - skewBand 0 = 1
    norm_num [skewBand]
  have s0 : skewBand 0 = 0 := rfl
  have s1 : skewBand 1 = 1 := rfl
  have s2 : skewBand 2 = 3 := rfl
  have d1 : transfer skewBand 1 1 = 2 := by
    change skewBand 2 - skewBand 1 = 2
    rw [s2, s1]
    norm_num
  have d2 : transfer skewBand 1 2 = -3 := by
    change skewBand 0 - skewBand 2 = -3
    rw [s0, s2]
    norm_num
  refine ⟨fun k => ?_, by simp [blockedSum], ?_⟩
  · fin_cases k
    · change (0 : ℂ) ^ 2 ≠ (transfer skewBand 1 0 : ℂ) ^ 2
      rw [d0]; norm_num
    · change (0 : ℂ) ^ 2 ≠ (transfer skewBand 1 1 : ℂ) ^ 2
      rw [d1]; norm_num
    · change (0 : ℂ) ^ 2 ≠ (transfer skewBand 1 2 : ℂ) ^ 2
      rw [d2]; norm_num
  · simp only [freeSum, Fin.sum_univ_three, d0, d1, d2]
    norm_num

end

end LindhardPauliFactor
```

```lean
#print axioms LindhardPauliFactor.pauli_factor_drops
#print axioms LindhardPauliFactor.blockedSum_eq_bubble_off_axis
#print axioms LindhardPauliFactor.first_moment_sum_rule
#print axioms LindhardPauliFactor.skewBand_pauli_factor_matters
```

```
'LindhardPauliFactor.pauli_factor_drops' depends on axioms: [propext, Classical.choice, Quot.sound]
'LindhardPauliFactor.blockedSum_eq_bubble_off_axis' depends on axioms: [propext, Classical.choice, Quot.sound]
'LindhardPauliFactor.first_moment_sum_rule' depends on axioms: [propext, Classical.choice, Quot.sound]
'LindhardPauliFactor.skewBand_pauli_factor_matters' depends on axioms: [propext, Classical.choice, Quot.sound]
```
